# Krylov complexity on a finite chain changes at a rate of at most \(2|b_1|\) times the position spread

Let \(K(t)\) be the mean position at time \(t\) on a finite Krylov chain started on its first site, \(V(t)\) the variance of that position, and \(b_1\) the coefficient linking the first two sites. Then at every real time

\[
|K'(t)|\le 2|b_1|\sqrt{V(t)} .
\]

The physical problem is operator growth: how fast can an observable, evolving under a fixed Hamiltonian, spread into more complicated operators? The Lanczos recursion orders those operators along a chain, and \(K\), the Krylov complexity, measures how far the observable has moved.

The sites are \(n=0,\dots,m\) with \(m\ge1\), and the real amplitudes are \(f(t)=e^{tB}e_0\), where \(e_n\) is the unit vector on site \(n\). The real matrix \(B\) has \(B_{n+1,n}=b_{n+1}\), \(B_{n,n+1}=-b_{n+1}\) and zeros elsewhere. In these terms

\[
K=\sum_n n f_n^2,\qquad V=\sum_n (n-K)^2f_n^2 .
\]

## Checking a Krylov propagation at each output time

A code that propagates Heisenberg operators in a Lanczos basis can compare the two sides of the bound whenever it prints \(K\), provided that the chain is finite and its diagonal Lanczos coefficients vanish. The rate can be computed as \(2\sum_n n f_n(Bf)_n\), without a finite difference in time. The derivation also supplies an equality to monitor: \(\sum_n (Bf)_n^2=b_1^2\) at all times.

A lost minus sign above the diagonal shows up quickly. On two sites with \(b_1\ne0\), the faulty amplitudes are \(\cosh(b_1t)\) and \(\sinh(b_1t)\), and the bound fails while \(0<\sinh^2(b_1t)<1\). Wrong Lanczos coefficients, on the other hand, pass unnoticed, because the bound holds for any real values of them. So does a wrong time scale when the rate is computed from \(Bf\), because the amplitudes of another time obey the same bound. The comparison can expose a loss of antisymmetry or a mistake in the sums, but it does not test the recursion that produced \(B\).

## Antisymmetry, a constant speed and Cauchy–Schwarz

Since \(B^T=-B\), we have \((e^{tB})^Te^{tB}=e^{-tB}e^{tB}=1\). The evolution preserves lengths, so \(\sum_n f_n^2=1\).

Differentiating the exponential gives \(f'=Bf\), hence

\[
K'=2\sum_n n f_n(Bf)_n .
\]

Antisymmetry also gives \(f\cdot Bf=(B^Tf)\cdot f=-f\cdot Bf\), so \(f\cdot Bf=0\). We may therefore subtract \(K\) from \(n\):

\[
K'=2\sum_n u_n g_n,\qquad u_n=(n-K)f_n,\quad g=Bf .
\]

The matrix \(B\) commutes with its own exponential, so \(g=Be^{tB}e_0=e^{tB}Be_0\). For \(m\ge1\) the first column of \(B\) is \(Be_0=b_1e_1\). Length preservation then gives \(\sum_n g_n^2=b_1^2\). Cauchy–Schwarz finishes the argument:

\[
\Big(\sum_n u_ng_n\Big)^2\le\sum_n u_n^2\sum_n g_n^2=V\,b_1^2 ,
\]

and taking the root and doubling yields the bound.

**Equality.** Let \(b_1\ne0\) and put \(c=(u\cdot g)/b_1^2\). Then

\[
\sum_n(u_n-cg_n)^2=V-\frac{(u\cdot g)^2}{b_1^2}.
\]

If the bound is saturated, the right side vanishes and \(u=cg\). Conversely, if \(u=cg\) for some real \(c\), then \(u\cdot g=cb_1^2\) and \(V=c^2b_1^2\), so both sides of the bound equal \(2|c|b_1^2\).

**A bound in \(K\) alone.** Normalisation gives \(V=\sum_n n^2f_n^2-K^2\). Since \(0\le n\le m\), we have \(n^2\le mn\), so \(V\le mK-K^2\) and

\[
|K'|\le2|b_1|\sqrt{K(m-K)} .
\]

**The smallest chain.** For \(m=1\) the evolution is a rotation, with \(f_0=\cos(b_1t)\) and \(f_1=\sin(b_1t)\). Then \(K=\sin^2(b_1t)\), \(V=\sin^2(b_1t)\cos^2(b_1t)\) and \(K'=2b_1\sin(b_1t)\cos(b_1t)\). Both bounds are equalities at every time, so the factor 2 cannot be lowered in a bound meant for all \(m\ge1\).

## The Lean source

```lean
import Mathlib

open Matrix

namespace KrylovSpeedLimit

noncomputable section

/-- The antisymmetric tridiagonal generator on the Krylov sites `0, …, m`, with entry `b (n+1)`
from site `n` to site `n+1` and `-b (n+1)` back. -/
def generator (m : ℕ) (b : ℕ → ℝ) : Matrix (Fin (m + 1)) (Fin (m + 1)) ℝ :=
  Matrix.of fun i j =>
    if i.val = j.val + 1 then b i.val else if j.val = i.val + 1 then -b j.val else 0

/-- The Krylov amplitudes `f(t) = exp(tB) e₀`, started on the first site. -/
def amplitude (m : ℕ) (b : ℕ → ℝ) (t : ℝ) : Fin (m + 1) → ℝ :=
  NormedSpace.exp (t • generator m b) *ᵥ Pi.single 0 1

/-- The Krylov complexity `K(t) = ∑ n fₙ(t)²`, the mean position on the chain. -/
def complexity (m : ℕ) (b : ℕ → ℝ) (t : ℝ) : ℝ :=
  ∑ n : Fin (m + 1), (n.val : ℝ) * amplitude m b t n ^ 2

/-- The position variance `V(t) = ∑ (n - K(t))² fₙ(t)²`. -/
def variance (m : ℕ) (b : ℕ → ℝ) (t : ℝ) : ℝ :=
  ∑ n : Fin (m + 1), ((n.val : ℝ) - complexity m b t) ^ 2 * amplitude m b t n ^ 2

/-- The generator is antisymmetric. -/
theorem generator_transpose (m : ℕ) (b : ℕ → ℝ) : (generator m b)ᵀ = -generator m b := by
  ext i j
  have e : (-generator m b) i j = -(generator m b i j) := rfl
  rw [transpose_apply, e]
  simp only [generator, of_apply]
  split_ifs <;> first | omega | simp

/-- The evolution `exp(tB)` preserves the squared length of every real vector. -/
theorem evolution_isometry (m : ℕ) (b : ℕ → ℝ) (t : ℝ) (v : Fin (m + 1) → ℝ) :
    (NormedSpace.exp (t • generator m b) *ᵥ v) ⬝ᵥ (NormedSpace.exp (t • generator m b) *ᵥ v)
      = v ⬝ᵥ v := by
  have h : (NormedSpace.exp (t • generator m b))ᵀ * NormedSpace.exp (t • generator m b) = 1 := by
    rw [← Matrix.exp_transpose, transpose_smul, generator_transpose, smul_neg,
      ← Matrix.exp_add_of_commute _ _ (Commute.refl (t • generator m b)).neg_left,
      neg_add_cancel, NormedSpace.exp_zero]
  rw [Matrix.dotProduct_mulVec, ← mulVec_transpose, mulVec_mulVec, h, one_mulVec]

/-- The amplitudes obey the Krylov chain equation `f' = B f`. -/
theorem hasDerivAt_amplitude (m : ℕ) (b : ℕ → ℝ) (t : ℝ) (n : Fin (m + 1)) :
    HasDerivAt (fun s => amplitude m b s n) ((generator m b *ᵥ amplitude m b t) n) t := by
  let : NormedRing (Matrix (Fin (m + 1)) (Fin (m + 1)) ℝ) := Matrix.linftyOpNormedRing
  let : NormedAlgebra ℝ (Matrix (Fin (m + 1)) (Fin (m + 1)) ℝ) := Matrix.linftyOpNormedAlgebra
  have h := hasDerivAt_exp_smul_const' (generator m b) t
  -- reading off one amplitude is a linear functional of the evolution matrix
  let l : Matrix (Fin (m + 1)) (Fin (m + 1)) ℝ →ₗ[ℝ] ℝ :=
    { toFun := fun M => (M *ᵥ Pi.single 0 1) n
      map_add' := fun M N => by rw [add_mulVec]; rfl
      map_smul' := fun c M => by rw [smul_mulVec]; rfl }
  have h2 := (LinearMap.toContinuousLinearMap l).hasFDerivAt.comp_hasDerivAt t h
  refine h2.congr_deriv ?_
  change ((generator m b * NormedSpace.exp (t • generator m b)) *ᵥ Pi.single 0 1) n = _
  rw [← mulVec_mulVec]
  rfl

/-- For `m ≥ 1` the squared length of the velocity `B f(t)` equals `b₁²` at all times. -/
theorem velocity_sq (m : ℕ) (hm : 1 ≤ m) (b : ℕ → ℝ) (t : ℝ) :
    ∑ n, (generator m b *ᵥ amplitude m b t) n ^ 2 = b 1 ^ 2 := by
  have hc : generator m b * NormedSpace.exp (t • generator m b)
      = NormedSpace.exp (t • generator m b) * generator m b :=
    ((Commute.refl (generator m b)).smul_right t).exp_right
  have hcol : ∀ n : Fin (m + 1), (generator m b *ᵥ Pi.single 0 1) n
      = if n.val = 1 then b 1 else 0 := by
    intro n
    by_cases h : n.val = 1 <;> simp [generator, h]
  -- move the generator through the evolution, down to the initial state
  have h := evolution_isometry m b t (generator m b *ᵥ Pi.single 0 1)
  rw [mulVec_mulVec, ← hc, ← mulVec_mulVec] at h
  change (generator m b *ᵥ amplitude m b t) ⬝ᵥ (generator m b *ᵥ amplitude m b t) = _ at h
  simp only [dotProduct, ← pow_two] at h
  rw [h, Finset.sum_eq_single (⟨1, by omega⟩ : Fin (m + 1))]
  · rw [hcol]; simp
  · intro n _ hn
    have h1 : n.val ≠ 1 := fun h => hn (Fin.ext h)
    rw [hcol, if_neg h1]; simp
  · simp

/-- The complexity is differentiable, with rate `K' = 2 ∑ (n - K) fₙ (B f)ₙ`. -/
theorem hasDerivAt_complexity (m : ℕ) (b : ℕ → ℝ) (t : ℝ) :
    HasDerivAt (complexity m b) (2 * ∑ n : Fin (m + 1),
      (((n.val : ℝ) - complexity m b t) * amplitude m b t n)
        * (generator m b *ᵥ amplitude m b t) n) t := by
  -- antisymmetry makes the velocity orthogonal to the state
  have h0 : amplitude m b t ⬝ᵥ (generator m b *ᵥ amplitude m b t) = 0 := by
    have h : amplitude m b t ⬝ᵥ (generator m b *ᵥ amplitude m b t)
        = -(amplitude m b t ⬝ᵥ (generator m b *ᵥ amplitude m b t)) := by
      conv_lhs => rw [Matrix.dotProduct_mulVec, ← mulVec_transpose, generator_transpose,
        neg_mulVec, neg_dotProduct, dotProduct_comm]
    linarith
  have key : ∀ k : ℝ, ∑ n : Fin (m + 1), (((n.val : ℝ) - k) * amplitude m b t n)
        * (generator m b *ᵥ amplitude m b t) n
      = ∑ n : Fin (m + 1), (n.val : ℝ) * amplitude m b t n
        * (generator m b *ᵥ amplitude m b t) n
        - k * (amplitude m b t ⬝ᵥ (generator m b *ᵥ amplitude m b t)) := by
    intro k
    rw [dotProduct, Finset.mul_sum, ← Finset.sum_sub_distrib]
    exact Finset.sum_congr rfl fun n _ => by ring
  have hd := HasDerivAt.fun_sum (u := Finset.univ) fun (n : Fin (m + 1)) _ =>
    ((hasDerivAt_amplitude m b t n).fun_pow 2).const_mul (n.val : ℝ)
  refine hd.congr_deriv ?_
  rw [key, h0, mul_zero, sub_zero, Finset.mul_sum]
  refine Finset.sum_congr rfl fun n _ => ?_
  norm_num
  ring

/-- **Krylov complexity speed limit.** For `m ≥ 1`, `|K'(t)| ≤ 2 |b₁| √V(t)` at every time. -/
theorem speed_limit (m : ℕ) (hm : 1 ≤ m) (b : ℕ → ℝ) (t : ℝ) :
    |deriv (complexity m b) t| ≤ 2 * |b 1| * √(variance m b t) := by
  have hcs := Finset.sum_mul_sq_le_sq_mul_sq Finset.univ
    (fun n : Fin (m + 1) => ((n.val : ℝ) - complexity m b t) * amplitude m b t n)
    (fun n => (generator m b *ᵥ amplitude m b t) n)
  simp only [velocity_sq m hm, mul_pow] at hcs
  change _ ≤ variance m b t * b 1 ^ 2 at hcs
  have h := Real.abs_le_sqrt hcs
  rw [mul_comm (variance m b t), Real.sqrt_mul (sq_nonneg _), Real.sqrt_sq_eq_abs] at h
  rw [(hasDerivAt_complexity m b t).deriv, abs_mul, abs_two]
  linarith

/-- For `m ≥ 1` and `b₁ ≠ 0`, the speed limit is saturated at time `t` exactly when the vector
`(n - K) fₙ` is a real multiple of the velocity `B f`. -/
theorem saturation_iff (m : ℕ) (hm : 1 ≤ m) (b : ℕ → ℝ) (hb : b 1 ≠ 0) (t : ℝ) :
    |deriv (complexity m b) t| = 2 * |b 1| * √(variance m b t) ↔
      ∃ c : ℝ, ∀ n : Fin (m + 1), ((n.val : ℝ) - complexity m b t) * amplitude m b t n
        = c * (generator m b *ᵥ amplitude m b t) n := by
  have hg := velocity_sq m hm b t
  have hV : variance m b t = ∑ n : Fin (m + 1),
      (((n.val : ℝ) - complexity m b t) * amplitude m b t n) ^ 2 := by
    simp only [variance, mul_pow]
  have hV0 : 0 ≤ variance m b t := by rw [hV]; positivity
  rw [(hasDerivAt_complexity m b t).deriv]
  generalize (generator m b *ᵥ amplitude m b t) = g at *
  generalize hu : (fun n : Fin (m + 1) =>
    ((n.val : ℝ) - complexity m b t) * amplitude m b t n) = u
  have hun : ∀ n : Fin (m + 1),
      ((n.val : ℝ) - complexity m b t) * amplitude m b t n = u n := fun n => congrFun hu n
  simp only [hun] at hV ⊢
  constructor
  · intro h
    have h2 : (∑ n, u n * g n) ^ 2 = b 1 ^ 2 * variance m b t := by
      have h3 := congrArg (fun x : ℝ => x ^ 2) h
      simp only [sq_abs, mul_pow, Real.sq_sqrt hV0] at h3
      linarith
    obtain ⟨c, hc⟩ : ∃ c : ℝ, c * b 1 ^ 2 = ∑ n, u n * g n :=
      ⟨_, div_mul_cancel₀ _ (pow_ne_zero 2 hb)⟩
    have hVc : variance m b t = c ^ 2 * b 1 ^ 2 := by
      apply mul_left_cancel₀ (pow_ne_zero 2 hb)
      rw [← h2, ← hc]; ring
    -- the part of `u` orthogonal to the velocity has zero length
    have hz : ∑ n, (u n - c * g n) ^ 2 = 0 := by
      have he : ∑ n, (u n - c * g n) ^ 2
          = ∑ n, u n ^ 2 - 2 * c * ∑ n, u n * g n + c ^ 2 * ∑ n, g n ^ 2 := by
        rw [Finset.mul_sum, Finset.mul_sum, ← Finset.sum_sub_distrib, ← Finset.sum_add_distrib]
        exact Finset.sum_congr rfl fun n _ => by ring
      rw [he, ← hV, hg, ← hc, hVc]; ring
    refine ⟨c, fun n => ?_⟩
    have hn := (Finset.sum_eq_zero_iff_of_nonneg fun n _ => sq_nonneg (u n - c * g n)).mp hz
      n (Finset.mem_univ n)
    exact sub_eq_zero.mp (pow_eq_zero_iff two_ne_zero |>.mp hn)
  · rintro ⟨c, hc⟩
    have hS : ∑ n, u n * g n = c * b 1 ^ 2 := by
      rw [← hg, Finset.mul_sum]
      exact Finset.sum_congr rfl fun n _ => by rw [hc]; ring
    have hW : variance m b t = (c * b 1) ^ 2 := by
      rw [hV, mul_pow, ← hg, Finset.mul_sum]
      exact Finset.sum_congr rfl fun n _ => by rw [hc]; ring
    rw [hS, hW, Real.sqrt_sq_eq_abs, abs_mul, abs_two, abs_mul, abs_mul, abs_pow]
    ring

/-- The amplitudes stay normalised: `∑ fₙ(t)² = 1`. -/
theorem amplitude_normalised (m : ℕ) (b : ℕ → ℝ) (t : ℝ) :
    ∑ n, amplitude m b t n ^ 2 = 1 := by
  have h := evolution_isometry m b t (Pi.single 0 1)
  change amplitude m b t ⬝ᵥ amplitude m b t = _ at h
  have h1 : (Pi.single 0 1 : Fin (m + 1) → ℝ) ⬝ᵥ Pi.single 0 1 = 1 := by simp
  rw [h1] at h
  simp only [dotProduct, ← pow_two] at h
  exact h

/-- A chain of two sites saturates the speed limit at every time. -/
theorem two_site_saturation (b : ℕ → ℝ) (t : ℝ) :
    |deriv (complexity 1 b) t| = 2 * |b 1| * √(variance 1 b t) := by
  by_cases hb : b 1 = 0
  · have h := speed_limit 1 le_rfl b t
    rw [hb, abs_zero, mul_zero, zero_mul] at h ⊢
    exact le_antisymm h (abs_nonneg _)
  rw [saturation_iff 1 le_rfl b hb t]
  have hN := amplitude_normalised 1 b t
  rw [Fin.sum_univ_two] at hN
  have hK : complexity 1 b t = amplitude 1 b t 1 ^ 2 := by
    simp [complexity, Fin.sum_univ_two]
  have h0 : (generator 1 b *ᵥ amplitude 1 b t) 0 = -b 1 * amplitude 1 b t 1 := by
    simp [generator, mulVec, dotProduct, Fin.sum_univ_two]
  have h1 : (generator 1 b *ᵥ amplitude 1 b t) 1 = b 1 * amplitude 1 b t 0 := by
    simp [generator, mulVec, dotProduct, Fin.sum_univ_two]
  obtain ⟨c, hc⟩ : ∃ c : ℝ, c * b 1 = amplitude 1 b t 0 * amplitude 1 b t 1 :=
    ⟨_, div_mul_cancel₀ _ hb⟩
  refine ⟨c, Fin.forall_fin_two.mpr ⟨?_, ?_⟩⟩
  · rw [hK, h0]
    change (((0 : ℕ) : ℝ) - _) * _ = _
    push_cast
    linear_combination amplitude 1 b t 1 * hc
  · rw [hK, h1]
    change (((1 : ℕ) : ℝ) - _) * _ = _
    push_cast
    linear_combination (-amplitude 1 b t 0) * hc - amplitude 1 b t 1 * hN

/-- For `m ≥ 1` the growth rate is bounded through the complexity alone:
`|K'| ≤ 2 |b₁| √(K (m - K))`. -/
theorem finite_chain_speed_limit (m : ℕ) (hm : 1 ≤ m) (b : ℕ → ℝ) (t : ℝ) :
    |deriv (complexity m b) t|
      ≤ 2 * |b 1| * √(complexity m b t * (m - complexity m b t)) := by
  have key : ∀ k : ℝ, ∑ n : Fin (m + 1), ((n.val : ℝ) - k) ^ 2 * amplitude m b t n ^ 2
      = m * complexity m b t - ∑ n : Fin (m + 1), (n.val : ℝ) * (m - n.val) * amplitude m b t n ^ 2
        - 2 * k * complexity m b t + k ^ 2 * ∑ n, amplitude m b t n ^ 2 := by
    intro k
    simp only [complexity, Finset.mul_sum]
    rw [← Finset.sum_sub_distrib, ← Finset.sum_sub_distrib, ← Finset.sum_add_distrib]
    exact Finset.sum_congr rfl fun n _ => by ring
  -- every site lies between `0` and `m`
  have hpos : 0 ≤ ∑ n : Fin (m + 1), (n.val : ℝ) * (m - n.val) * amplitude m b t n ^ 2 := by
    refine Finset.sum_nonneg fun n _ => ?_
    have hn : (n.val : ℝ) ≤ m := by exact_mod_cast Nat.lt_succ_iff.mp n.isLt
    exact mul_nonneg (mul_nonneg (Nat.cast_nonneg _) (sub_nonneg.mpr hn)) (sq_nonneg _)
  have hV : variance m b t ≤ complexity m b t * (m - complexity m b t) := by
    rw [variance, key, amplitude_normalised]
    nlinarith [hpos]
  exact (speed_limit m hm b t).trans
    (mul_le_mul_of_nonneg_left (Real.sqrt_le_sqrt hV) (by positivity))

end

end KrylovSpeedLimit
```

```lean
#print axioms KrylovSpeedLimit.two_site_saturation
#print axioms KrylovSpeedLimit.finite_chain_speed_limit
```

```
'KrylovSpeedLimit.two_site_saturation' depends on axioms: [propext, Classical.choice, Quot.sound]
'KrylovSpeedLimit.finite_chain_speed_limit' depends on axioms: [propext, Classical.choice, Quot.sound]
```

## What the definitions and theorems say

The type `Fin (m + 1)` is the set of sites \(0,\dots,m\), and `generator m b` is \(B\), with the row index first. The coefficients come as a function `b : ℕ → ℝ`, of which only `b 1` to `b m` enter the matrix. They may be negative or zero, whereas textbook Lanczos coefficients are usually taken positive. The initial vector `Pi.single 0 1` is \(e_0\), and `amplitude`, `complexity` and `variance` are \(f\), \(K\) and \(V\).

The theorem `speed_limit` reads: for every \(m\ge1\), every real coefficient sequence and every real \(t\), the absolute derivative of \(K\) is at most \(2|b_1|\sqrt{V}\). Lean's `deriv` returns zero where a function has no derivative, but `hasDerivAt_complexity` proves that \(K\) is differentiable, so the rate is genuine.

The equality criterion is `saturation_iff`, which assumes `b 1 ≠ 0`. The two-site equality is `two_site_saturation`, valid also for \(b_1=0\), and the bound in \(K\) alone is `finite_chain_speed_limit`.

## How the lemmas carry the derivation

`generator_transpose` checks antisymmetry entry by entry. `evolution_isometry` turns it into length preservation by multiplying the exponentials of \(-tB\) and \(tB\), and `amplitude_normalised` applies that to \(e_0\).

`hasDerivAt_amplitude` proves \(f'=Bf\). It differentiates the matrix exponential and then reads off one amplitude, which is a linear function of the matrix. `hasDerivAt_complexity` differentiates each \(f_n^2\) by the power rule; its step `h0` is the orthogonality \(f\cdot Bf=0\), and `key` shows that subtracting a constant from \(n\) changes the sum only by a multiple of \(f\cdot Bf\).

`velocity_sq` moves \(B\) through the exponential and evaluates the first column, which gives \(b_1^2\). `speed_limit` then applies Mathlib's Cauchy–Schwarz inequality for finite sums and takes the square root.

In `saturation_iff`, the step `hz` shows that \(u-cg\) has zero length, so each component vanishes. `two_site_saturation` uses this criterion with \(c=f_0f_1/b_1\) and normalisation, without trigonometric functions; it treats \(b_1=0\) separately, where both sides are zero. In `finite_chain_speed_limit`, the step `hpos` is the non-negativity of \(\sum_n n(m-n)f_n^2\), which is what \(n^2\le mn\) contributes.

## From the exact chain to a computed operator

The guarantee concerns real numbers and the exact exponential of a given finite matrix. Rounding and time-step errors need their own tolerance when a code compares the two sides.

The step left to the user is the identification of this chain with the Heisenberg dynamics of an actual operator. For a Hermitian observable and the trace inner product, the standard Lanczos construction gives vanishing diagonal coefficients, and \(|b_1|\) is the norm of the commutator of the Hamiltonian with the normalised initial operator (with \(\hbar=1\)). The factors \(i^n\) are absorbed into the basis, which makes the amplitudes real.

If the recursion terminates at site \(m\), the chain describes the full evolution. If it is cut off there, the theorem still bounds the \(K\) of the truncated chain by that chain's own \(V\), but it gives no estimate of how far either quantity lies from its untruncated value.
